# The first n power sums determine n real features up to permutation

## Numbered atoms, unnumbered information

A model that predicts a property of $n$ atoms as a whole, such as their total energy, from one number per atom must not depend on how the atoms are numbered. The modelling choice here is to keep the numbering and express its irrelevance through permutations: the features form a tuple $x=(x_i)$, and two tuples carry the same information when $y_i=x_{\sigma(i)}$ for some permutation $\sigma$ of the labels.

Pooling removes the numbering by summing over atoms. The pooled moments are

$$p_k(x)=\sum_i x_i^k,\qquad k=1,\dots,n.$$

They are plain power sums, neither divided by $n$ nor centred, as moments in statistics often are. Clearly they are invariant. The question is whether they lose anything besides the numbering.

## Completeness of n moments

For real features, $p_k(x)=p_k(y)$ for all $k=1,\dots,n$ if and only if $y=x\circ\sigma$ for some permutation $\sigma$. Consequently, a function of the features is permutation invariant exactly when it is a function of the $n$ moments.

For a machine-learned model with a fixed number of atoms and one scalar each, this means that every permutation-invariant function of the scalars can in principle be written as a readout acting on the pooled powers.

## From moments to roots

Let $e_k$ be the sum of all products of $k$ features from different atoms, with $e_0=1$. Then $E(t)=\prod_i(1+x_it)=\sum_k e_kt^k$. Differentiating, as formal power series,

$$E'(t)=E(t)\sum_i\frac{x_i}{1+x_it}=E(t)\sum_{m\ge1}(-1)^{m-1}p_m t^{m-1}.$$

The coefficient of $t^{k-1}$ gives Newton's identity,

$$k\,e_k=\sum_{m=1}^{k}(-1)^{m-1}e_{k-m}\,p_m .$$

Suppose $x$ and $y$ share $p_1,\dots,p_n$. They share $e_0$. If they share all $e_j$ with $j<k\le n$, the right-hand side is the same for both, and division by $k$ shows that they share $e_k$. Hence the polynomials

$$\prod_i(X-x_i)=\sum_{j=0}^{n}(-1)^je_jX^{n-j}$$

coincide for $x$ and $y$, and so do their roots with multiplicity. Each value $a$ is therefore carried by equally many atoms in both tuples. Matching the atoms with $y_i=a$ to those with $x_i=a$, for every $a$, gives $\sigma$ with $y_i=x_{\sigma(i)}$. Conversely, a permutation only reorders the terms of each sum.

If $f$ is invariant, set $g(p_1(x),\dots,p_n(x))=f(x)$. This is well defined, because tuples with equal moments are permutations of each other. Where no tuple has the given moments, $g$ may take any value. Conversely, any function of the moments is invariant.

## Two atoms, and three in numbers

For $n=2$, $e_2=(p_1^2-p_2)/2$, and the features are $\bigl(p_1\pm\sqrt{2p_2-p_1^2}\bigr)/2$. The sign ambiguity is the exchange of the two atoms.

In a model built on these moments, each atom contributes $x_i,x_i^2,\dots,x_i^n$, and the contributions are added over atoms before the readout. Features $(0,4,5)$ give $(p_1,p_2,p_3)=(9,41,189)$. Newton's identities return $e_1=9$, $e_2=20$, $e_3=0$, so the polynomial is $X^3-9X^2+20X=X(X-4)(X-5)$.

The triple $(1,2,6)$ also has $p_1=9$ and $p_2=41$, but $p_3=225$. Two moments therefore do not suffice for three real features.

Over a general field, let $\zeta$ be a primitive $n$-th root of unity, $n\ge1$. For $1\le k<n$,

$$(1-\zeta^k)\sum_{j=0}^{n-1}\zeta^{jk}=1-\zeta^{nk}=0,\qquad \zeta^k\neq1,$$

so the tuple $(\zeta^j)$ has the same first $n-1$ moments as the zero tuple, yet contains the nonzero entry $1$. Over $\mathbb C$ such a $\zeta$ exists for every $n\ge1$, so the first $n-1$ moments never suffice for $n$ complex features. Over $\mathbb R$ it exists only for $n=1,2$, so this example says nothing about three or more real features.

## Reading the Lean statement

A feature tuple is a function `x : Fin n → K`, with labels starting at 0. `K` is a field, and `CharZero K` says that no positive integer vanishes in it, which permits the division by $k$; $\mathbb R$ and $\mathbb C$ qualify. `moment x k` is $p_k$, and `elementary x k` is $e_k$. Entry `k` of `descriptor x` is the moment of order `k + 1`.

`moments_eq_iff_perm` is the equivalence, with `Equiv.Perm (Fin n)` as the permutations. In `invariant_iff_factors`, `f` may take values in any type `β`, and `g` is merely a function: nothing is said about its continuity or smoothness.

The step left to the application is from structure to features: completeness concerns the given scalars, not the atomic geometry from which they were computed.

```lean
import Mathlib

open Finset Polynomial

namespace PooledMoments

noncomputable section

variable {K : Type*} [Field K] {n : ℕ}

/-- The pooled moment of order `k`: the sum over all atoms of the `k`-th power of the feature. -/
def moment (x : Fin n → K) (k : ℕ) : K := ∑ i, x i ^ k

/-- The descriptor of `n` scalar atomic features: their pooled moments of orders `1` to `n`. -/
def descriptor (x : Fin n → K) : Fin n → K := fun k => moment x (k + 1)

/-- The elementary symmetric value of order `k`: the sum of all products of `k` features
taken from different atoms. -/
def elementary (x : Fin n → K) (k : ℕ) : K := (univ.val.map x).esymm k

/-- Newton's identities: `k` times the elementary symmetric value of order `k` is a combination
of the lower elementary symmetric values and the pooled moments. -/
theorem newton_identity (x : Fin n → K) (k : ℕ) :
    (k : K) * elementary x k = (-1) ^ (k + 1) *
      ∑ a ∈ antidiagonal k with a.1 < k,
        (-1) ^ a.1 * elementary x a.1 * moment x a.2 := by
  -- evaluate the polynomial identity at the given features
  have h := congrArg (MvPolynomial.aeval x) (MvPolynomial.mul_esymm_eq_sum (Fin n) K k)
  simp only [map_mul, map_natCast, map_pow, map_neg, map_one, map_sum,
    MvPolynomial.aeval_esymm_eq_multiset_esymm, MvPolynomial.psum, MvPolynomial.aeval_X] at h
  exact h

/-- In characteristic zero, equal moments of orders `1` to `n` give equal elementary symmetric
values of all orders up to `n`. -/
theorem elementary_eq_of_moments [CharZero K] {x y : Fin n → K}
    (h : ∀ k, 1 ≤ k → k ≤ n → moment x k = moment y k) :
    ∀ k, k ≤ n → elementary x k = elementary y k := by
  intro k
  induction k using Nat.strong_induction_on with
  | _ k ih =>
    intro hk
    rcases Nat.eq_zero_or_pos k with rfl | hpos
    · simp [elementary, Multiset.esymm]
    · -- characteristic zero allows the factor k to be cancelled
      apply mul_left_cancel₀ (Nat.cast_ne_zero.mpr hpos.ne' : (k : K) ≠ 0)
      rw [newton_identity, newton_identity]
      congr 1
      apply Finset.sum_congr rfl
      intro a ha
      rw [Finset.mem_filter, Finset.HasAntidiagonal.mem_antidiagonal] at ha
      obtain ⟨h1, h2⟩ := ha
      rw [ih a.1 h2 (by omega), h a.2 (by omega) (by omega)]

/-- In characteristic zero, equal moments of orders `1` to `n` give the same monic polynomial
with the features as roots. -/
theorem polynomial_eq_of_moments [CharZero K] {x y : Fin n → K}
    (h : ∀ k, 1 ≤ k → k ≤ n → moment x k = moment y k) :
    ∏ i, (X - C (x i)) = ∏ i, (X - C (y i)) := by
  -- the coefficients are the elementary symmetric values up to sign
  have key : ∀ z : Fin n → K, ∏ i, (X - C (z i)) =
      ∑ j ∈ range (n + 1), (-1) ^ j * (C (elementary z j) * X ^ (n - j)) := by
    intro z
    have hz := Multiset.prod_X_sub_X_eq_sum_esymm (univ.val.map z)
    simp only [Multiset.map_map, Multiset.card_map, Finset.card_val, Finset.card_univ,
      Fintype.card_fin] at hz
    exact hz
  rw [key x, key y]
  apply Finset.sum_congr rfl
  intro j hj
  rw [elementary_eq_of_moments h j (Nat.lt_succ_iff.mp (Finset.mem_range.mp hj))]

/-- If every value occurs as often in one feature tuple as in the other, they differ only by a
relabelling of the atoms. -/
theorem exists_perm_of_multiset_eq {α : Type*} {x y : Fin n → α}
    (h : univ.val.map x = univ.val.map y) : ∃ σ : Equiv.Perm (Fin n), y = x ∘ σ := by
  classical
  have hc : ∀ (z : Fin n → α) (a : α),
      Fintype.card {i // z i = a} = (univ.val.map z).count a := by
    intro z a
    rw [Multiset.count_map, Fintype.card_subtype]
    change _ = (Finset.univ.filter fun i => a = z i).card
    congr 1
    ext i
    simp [eq_comm]
  -- match the atoms that carry the value a in the two tuples
  let e : ∀ a : α, {i // y i = a} ≃ {i // x i = a} := fun a =>
    Fintype.equivOfCardEq (by rw [hc, hc, h])
  refine ⟨(Equiv.sigmaFiberEquiv y).symm.trans
    ((Equiv.sigmaCongrRight e).trans (Equiv.sigmaFiberEquiv x)), ?_⟩
  funext i
  exact (e (y i) ⟨i, rfl⟩).2.symm

/-- In characteristic zero, two tuples of `n` atomic features have equal power sums of orders
`1` to `n` if and only if they agree up to a permutation of the atoms. -/
theorem moments_eq_iff_perm [CharZero K] (x y : Fin n → K) :
    (∀ k, 1 ≤ k → k ≤ n → ∑ i, x i ^ k = ∑ i, y i ^ k) ↔
      ∃ σ : Equiv.Perm (Fin n), y = x ∘ σ := by
  constructor
  · intro h
    have hroots : ∀ z : Fin n → K, (∏ i, (X - C (z i))).roots = univ.val.map z := by
      intro z
      have hz := Polynomial.roots_multiset_prod_X_sub_C (univ.val.map z)
      rw [Multiset.map_map] at hz
      exact hz
    -- equal polynomials have equal roots with multiplicity
    apply exists_perm_of_multiset_eq
    rw [← hroots x, ← hroots y, polynomial_eq_of_moments h]
  · rintro ⟨σ, rfl⟩ k _ _
    exact (Equiv.sum_comp σ fun i => x i ^ k).symm

/-- Completeness of the descriptor in characteristic zero: a function of `n` atomic features is
invariant under permutations of the atoms if and only if it is a function of the `n` moments. -/
theorem invariant_iff_factors [CharZero K] {β : Type*} (f : (Fin n → K) → β) :
    (∀ (x : Fin n → K) (σ : Equiv.Perm (Fin n)), f (x ∘ σ) = f x) ↔
      ∃ g : (Fin n → K) → β, ∀ x, f x = g (descriptor x) := by
  constructor
  · intro hf
    have hfac : Function.FactorsThrough f (descriptor (K := K) (n := n)) := by
      intro x y hxy
      obtain ⟨σ, rfl⟩ := (moments_eq_iff_perm x y).mp (by
        intro k h1 h2
        have hk := congrFun hxy ⟨k - 1, by omega⟩
        simp only [descriptor, Nat.sub_add_cancel h1] at hk
        exact hk)
      exact (hf x σ).symm
    exact ⟨Function.extend descriptor f (fun _ => f 0),
      fun x => (hfac.extend_apply _ x).symm⟩
  · rintro ⟨g, hg⟩ x σ
    rw [hg, hg]
    congr 1
    funext k
    exact Equiv.sum_comp σ fun i => x i ^ ((k : ℕ) + 1)

/-- Two moments do not suffice for three real features: `(0, 4, 5)` and `(1, 2, 6)` have the same
sum and the same sum of squares, but are not permutations of each other. -/
theorem two_moments_insufficient :
    moment ![(0 : ℝ), 4, 5] 1 = moment ![1, 2, 6] 1 ∧
    moment ![(0 : ℝ), 4, 5] 2 = moment ![1, 2, 6] 2 ∧
    ¬ ∃ σ : Equiv.Perm (Fin 3), ![(1 : ℝ), 2, 6] = ![0, 4, 5] ∘ σ := by
  refine ⟨?_, ?_, ?_⟩
  · norm_num [moment, Fin.sum_univ_succ]
  · norm_num [moment, Fin.sum_univ_succ]
  · rintro ⟨σ, h⟩
    have h0 := congrFun h 0
    rw [Function.comp_apply] at h0
    generalize σ 0 = j at h0
    fin_cases j <;> norm_num at h0

/-- For `n ≥ 1` and a primitive `n`-th root of unity `ζ`, the tuple of powers of `ζ` and the zero
tuple share the moments of orders `1` to `n - 1`, but are not permutations of each other. -/
theorem roots_of_unity_sharp (hn : 0 < n) {ζ : K} (hζ : IsPrimitiveRoot ζ n) :
    (∀ k, 1 ≤ k → k < n →
      moment (fun j : Fin n => ζ ^ (j : ℕ)) k = moment (fun _ : Fin n => (0 : K)) k) ∧
    ¬ ∃ σ : Equiv.Perm (Fin n),
      (fun _ : Fin n => (0 : K)) = (fun j : Fin n => ζ ^ (j : ℕ)) ∘ σ := by
  constructor
  · intro k h1 h2
    have hne : 1 - ζ ^ k ≠ 0 := by
      intro h0
      have hd := hζ.dvd_of_pow_eq_one k (sub_eq_zero.mp h0).symm
      have hle := Nat.le_of_dvd h1 hd
      omega
    -- the moment is a geometric sum over a full period
    have hg : (1 - ζ ^ k) * ∑ j ∈ range n, (ζ ^ k) ^ j = 0 := by
      rw [mul_neg_geom_sum, ← pow_mul, mul_comm k n, pow_mul, hζ.pow_eq_one, one_pow, sub_self]
    have hs := (mul_eq_zero.mp hg).resolve_left hne
    have hl : moment (fun j : Fin n => ζ ^ (j : ℕ)) k = 0 := by
      unfold moment
      rw [Fin.sum_univ_eq_sum_range (fun j => (ζ ^ j) ^ k) n, ← hs]
      apply Finset.sum_congr rfl
      intro j _
      rw [← pow_mul, ← pow_mul, mul_comm]
    have hr : moment (fun _ : Fin n => (0 : K)) k = 0 := by
      unfold moment
      exact Finset.sum_eq_zero fun _ _ => zero_pow (by omega)
    rw [hl, hr]
  · rintro ⟨σ, h⟩
    have h0 := congrFun h ⟨0, hn⟩
    exact pow_ne_zero _ (hζ.ne_zero hn.ne') h0.symm

end

end PooledMoments
```

```lean
#print axioms PooledMoments.moments_eq_iff_perm
-- 'PooledMoments.moments_eq_iff_perm' depends on axioms: [propext, Classical.choice, Quot.sound]
#print axioms PooledMoments.invariant_iff_factors
-- 'PooledMoments.invariant_iff_factors' depends on axioms: [propext, Classical.choice, Quot.sound]
#print axioms PooledMoments.two_moments_insufficient
-- 'PooledMoments.two_moments_insufficient' depends on axioms: [propext, Classical.choice, Quot.sound]
#print axioms PooledMoments.roots_of_unity_sharp
-- 'PooledMoments.roots_of_unity_sharp' depends on axioms: [propext, Classical.choice, Quot.sound]
```

## The argument in Lean

`newton_identity` takes Mathlib's polynomial identity and evaluates it at the features with `MvPolynomial.aeval`. Its sum runs over pairs `a` with `a.1 + a.2 = k` and `a.1 < k`, so `a.1` is $k-m$ and `a.2` is $m$.

`elementary_eq_of_moments` is the strong induction. `mul_left_cancel₀` cancels the factor $k$, and the sums are then compared term by term, with `omega` checking that each moment has order between 1 and $n$.

`polynomial_eq_of_moments` expands both products in the $e_j$ and compares coefficients. `exists_perm_of_multiset_eq` does the matching: `e` chooses a bijection for each value, and `Equiv.sigmaFiberEquiv` assembles these into one permutation. `moments_eq_iff_perm` joins the two by reading off the roots; its converse is `Equiv.sum_comp`.

In `invariant_iff_factors`, `Function.FactorsThrough` expresses that $g$ is well defined, and `Function.extend` builds it, with the value `f 0` away from attainable moments.

For `two_moments_insufficient`, `norm_num` computes the sums; `fin_cases` then splits into the three positions from which the entry 1 could come, and `norm_num` checks that it is none of 0, 4, 5. `roots_of_unity_sharp` follows the geometric sum above, then compares entry 0, where a power of $\zeta$ would have to vanish.
